# Three half-filled sites: pairwise consistency allows zero repulsion, while every joint distribution gives at least 1/2

Particles sit on a finite set of sites, at most one per site, and any two of them repel with energy 1, however far apart they are. Only the mean occupation of each site is prescribed. How low can the mean repulsion energy be? And does the answer change if the pair densities are checked one pair at a time, instead of being derived from a single distribution for all sites?

The notation is as follows. A configuration s is the set of occupied sites, and N(s) is the number of sites in it. The occupation oᵢ(s) is 1 if site i is in s and 0 otherwise. An ensemble gives each configuration a probability p(s), and ⟨·⟩ is the average over it. The density is nᵢ = ⟨oᵢ⟩, the pair density is Pᵢⱼ = ⟨oᵢoⱼ⟩, and the repulsion energy is

W = ½ ∑ᵢ ∑_{j≠i} Pᵢⱼ.

The double sum meets each pair twice and the factor ½ corrects for this, so W is the expected number of occupied pairs. Some texts put the ½ into the pair density itself; here it stands in the energy.

```lean
import Mathlib

open Finset

namespace PairDensityRepresentability

noncomputable section

variable {ι : Type*} [Fintype ι] [DecidableEq ι]
```

The type `ι` is the set of sites. It is finite and otherwise arbitrary, with no geometry.

## Configurations, ensembles and pair tables

```lean
/-- The occupation, 0 or 1, of site `i` in the configuration whose set of occupied sites is `s`. -/
def occ (s : Finset ι) (i : ι) : ℝ := if i ∈ s then 1 else 0
```

This is oᵢ(s). A configuration has the type `Finset ι`, a finite set of sites, and the value is a real number so that it can be averaged.

```lean
/-- An ensemble: nonnegative weights on the configurations, with total weight one. -/
def IsDistribution (p : Finset ι → ℝ) : Prop := (∀ s, 0 ≤ p s) ∧ ∑ s, p s = 1
```

An ensemble is a function `p` from configurations to real numbers. `IsDistribution p` says that p(s) ≥ 0 for every s and that the weights add up to 1. The particle number may differ between configurations. It has to for three half-filled sites, whose mean particle number is 3/2.

For spinless fermions, p(s) would be the diagonal of the density matrix in the occupation basis. That identification is the step from this classical model to a quantum state, and it is made here in words only.

```lean
/-- The density at site `i`: the weighted sum of its occupation over all configurations. -/
def density (p : Finset ι → ℝ) (i : ι) : ℝ := ∑ s, p s * occ s i
```

This is nᵢ = ∑ₛ p(s) oᵢ(s), with the sum over all configurations.

```lean
/-- The pair density of sites `i` and `j`: the weighted sum of the product of their occupations. -/
def pairDensity (p : Finset ι → ℝ) (i j : ι) : ℝ := ∑ s, p s * (occ s i * occ s j)
```

This is Pᵢⱼ = ∑ₛ p(s) oᵢ(s) oⱼ(s), the probability that i and j are both occupied.

```lean
/-- The repulsion energy of a pair table, with unit repulsion between any two distinct sites. -/
def repulsion (P : ι → ι → ℝ) : ℝ := 1 / 2 * ∑ i, ∑ j ∈ univ.erase i, P i j
```

This is W. The expression `univ.erase i` means all sites except i, so the diagonal of the table never enters. The argument `P` is any table of numbers, whether or not it comes from an ensemble.

```lean
/-- A symmetric pair table is pairwise consistent with the densities `n` if each pair of distinct
sites separately has an ensemble with the right two densities and the right pair density. -/
def PairwiseConsistent (n : ι → ℝ) (P : ι → ι → ℝ) : Prop :=
  (∀ i j, P i j = P j i) ∧ ∀ i j, i ≠ j → ∃ q : Finset ι → ℝ, IsDistribution q ∧
    density q i = n i ∧ density q j = n j ∧ pairDensity q i j = P i j
```

Here the consistency condition is weakened. A symmetric table P passes if, for each pair i ≠ j, some ensemble q has the densities nᵢ and nⱼ at these two sites and the pair density Pᵢⱼ. The quantifier `∃ q` comes after `∀ i j`, so each pair may use its own q. Although q is defined on all sites, nothing is asked of it away from i and j.

```lean
/-- The repulsion energies of all ensembles with site densities `n`. -/
def exactEnergies (n : ι → ℝ) : Set ℝ :=
  {E | ∃ p : Finset ι → ℝ, IsDistribution p ∧ (∀ i, density p i = n i) ∧
    E = repulsion (pairDensity p)}
```

This is the set of energies W that can be reached by one ensemble with the prescribed density at every site.

```lean
/-- The repulsion energies of all pair tables that are pairwise consistent with `n`. -/
def pairwiseEnergies (n : ι → ℝ) : Set ℝ :=
  {E | ∃ P : ι → ι → ℝ, PairwiseConsistent n P ∧ E = repulsion P}
```

This is the corresponding set for tables that are only pairwise consistent.

```lean
/-- The equal-weight mixture of a configuration and its complement. -/
def mirror (A : Finset ι) (s : Finset ι) : ℝ :=
  (if s = A then 1 / 2 else 0) + (if s = Aᶜ then 1 / 2 else 0)
```

The ensemble `mirror A` takes the configuration A with probability ½ and its complement, written `Aᶜ`, with probability ½. It will supply a minimiser for the problem with one ensemble, and the witnesses that the minimising table of the other problem is pairwise consistent.

## The energy as an average over particle numbers

```lean
/-- The occupations of a configuration add up to its number of particles. -/
theorem sum_occ (s : Finset ι) : ∑ i, occ s i = (s.card : ℝ) := by
  simp [occ]
```

A Lean theorem gives its name, then its statement after the colon, then its proof after `:=`. This one says ∑ᵢ oᵢ(s) = N(s), where `s.card` is N(s). The proof unfolds the definition of `occ`, and `simp` then evaluates the sum of zeros and ones.

```lean
/-- The site densities add up to the weighted sum of the particle number. -/
theorem sum_density (p : Finset ι → ℝ) : ∑ i, density p i = ∑ s, p s * (s.card : ℝ) := by
  simp only [density]
  rw [Finset.sum_comm]
  exact Finset.sum_congr rfl fun s _ => by rw [← Finset.mul_sum, sum_occ]
```

Averaging the previous identity gives ∑ᵢ nᵢ = ⟨N⟩. The proof exchanges the sum over sites with the sum over configurations (`Finset.sum_comm`) and then applies `sum_occ` to each configuration.

```lean
/-- The repulsion energy is the weighted sum of the number `N (N - 1) / 2` of occupied pairs. -/
theorem repulsion_eq (p : Finset ι → ℝ) :
    repulsion (pairDensity p) = ∑ s, p s * ((s.card : ℝ) * ((s.card : ℝ) - 1) / 2) := by
  -- count the ordered occupied pairs in one configuration
  have hs : ∀ s : Finset ι, ∑ i, ∑ j ∈ univ.erase i, occ s i * occ s j
      = (s.card : ℝ) * ((s.card : ℝ) - 1) := by
    intro s
    have h : ∀ i, ∑ j ∈ univ.erase i, occ s i * occ s j
        = occ s i * ((s.card : ℝ) - 1) := by
      intro i
      rw [← Finset.mul_sum, Finset.sum_erase_eq_sub (Finset.mem_univ i), sum_occ]
      unfold occ
      split_ifs <;> ring
    rw [Finset.sum_congr rfl fun i _ => h i, ← Finset.sum_mul, sum_occ]
  -- exchange the sums over sites and configurations
  have h : ∑ i, ∑ j ∈ univ.erase i, pairDensity p i j
      = ∑ s, p s * ((s.card : ℝ) * ((s.card : ℝ) - 1)) := by
    simp only [pairDensity]
    calc _ = ∑ i, ∑ s, ∑ j ∈ univ.erase i, p s * (occ s i * occ s j) :=
          Finset.sum_congr rfl fun i _ => Finset.sum_comm
      _ = ∑ s, ∑ i, ∑ j ∈ univ.erase i, p s * (occ s i * occ s j) := Finset.sum_comm
      _ = _ := Finset.sum_congr rfl fun s _ => by
          rw [← hs s]
          simp only [Finset.mul_sum]
  rw [repulsion, h, Finset.mul_sum]
  exact Finset.sum_congr rfl fun s _ => by ring
```

The statement is W = ⟨N(N−1)/2⟩. By hand, fix a configuration with N particles. Since oᵢ² = oᵢ,

∑ᵢ ∑_{j≠i} oᵢoⱼ = ∑ᵢ oᵢ(N − oᵢ) = ∑ᵢ oᵢ(N − 1) = N(N − 1).

Averaging and halving gives the result. In Lean, `hs` is this count for one configuration. Its inner step `h` writes the sum over j ≠ i as the full sum minus the term j = i, and then treats oᵢ = 0 and oᵢ = 1 separately with `split_ifs`. The `calc` block moves the sum over configurations to the outside.

## A lower bound from whole particle numbers

```lean
/-- For every natural number `k`, the repulsion energy of an ensemble is bounded below by a
linear function of its mean particle number. -/
theorem repulsion_ge {p : Finset ι → ℝ} (hp : IsDistribution p) (k : ℕ) :
    (k : ℝ) * ∑ i, density p i - (k : ℝ) * (k + 1) / 2 ≤ repulsion (pairDensity p) := by
  rw [sum_density, repulsion_eq]
  calc (k : ℝ) * ∑ s, p s * (s.card : ℝ) - (k : ℝ) * (k + 1) / 2
      = (k : ℝ) * ∑ s, p s * (s.card : ℝ) - (∑ s, p s) * ((k : ℝ) * (k + 1) / 2) := by
        rw [hp.2, one_mul]
    _ = ∑ s, p s * ((k : ℝ) * (s.card : ℝ) - (k : ℝ) * (k + 1) / 2) := by
        rw [Finset.mul_sum, Finset.sum_mul, ← Finset.sum_sub_distrib]
        exact Finset.sum_congr rfl fun s _ => by ring
    _ ≤ _ := by
        refine Finset.sum_le_sum fun s _ => mul_le_mul_of_nonneg_left ?_ (hp.1 s)
        -- no integer lies strictly between k and k + 1
        rcases Nat.lt_or_ge k s.card with h | h
        · have h' : (k : ℝ) + 1 ≤ s.card := by exact_mod_cast h
          nlinarith [mul_nonneg (sub_nonneg.2 h') (by linarith : (0 : ℝ) ≤ s.card - k)]
        · have h' : (s.card : ℝ) ≤ k := by exact_mod_cast h
          nlinarith [mul_nonneg (sub_nonneg.2 h') (by linarith : (0 : ℝ) ≤ k + 1 - s.card)]
```

For every natural number k, the theorem states

W ≥ k ∑ᵢ nᵢ − k(k+1)/2.

N is an integer, so it can't lie strictly between k and k+1. The factors N−k and N−k−1 therefore never have opposite signs:

(N − k)(N − k − 1) ≥ 0.

Expanding gives N² − (2k+1)N + k(k+1) ≥ 0, which rearranges to

N(N−1)/2 ≥ kN − k(k+1)/2.

Averaging with the nonnegative weights p(s) gives the bound, because ⟨N⟩ = ∑ᵢ nᵢ and the weights add up to 1.

The Lean proof first brings both sides into the form of sums over configurations; `hp.2`, the normalisation, lets the constant term go under the sum. It then compares them term by term, using `hp.1 s`, which is p(s) ≥ 0. The two cases are k < N, which means k+1 ≤ N, and N ≤ k. In each, `nlinarith` receives a product of two nonnegative factors and completes the algebra.

## Mixing a configuration with its complement

```lean
/-- In the mixture of a configuration and its complement, an observable averages to the mean of
its two values. -/
theorem sum_mirror (A : Finset ι) (f : Finset ι → ℝ) :
    ∑ s, mirror A s * f s = (f A + f Aᶜ) / 2 := by
  simp only [mirror, add_mul, ite_mul, zero_mul, Finset.sum_add_distrib, Finset.sum_ite_eq',
    Finset.mem_univ, if_true]
  ring
```

For any observable f, the average in `mirror A` is (f(A) + f(Aᶜ))/2. Each of the two parts of `mirror A` picks out one term of the sum.

```lean
/-- The mixture of a configuration and its complement is an ensemble with density 1/2 at every
site. -/
theorem mirror_half_filled (A : Finset ι) :
    IsDistribution (mirror A) ∧ ∀ i, density (mirror A) i = 1 / 2 := by
  refine ⟨⟨fun s => ?_, ?_⟩, fun i => ?_⟩
  · unfold mirror
    split_ifs <;> norm_num
  · have h := sum_mirror A (fun _ => 1)
    simp only [mul_one] at h
    linarith
  · refine (sum_mirror A fun s => occ s i).trans ?_
    by_cases h : i ∈ A <;> simp [occ, h]
```

`mirror A` is an ensemble, and its density is ½ at every site. Each site belongs to exactly one of A and Aᶜ, so its occupation averages to (1 + 0)/2. The three bullets of the proof show that the weights are nonnegative, that they add up to 1, and that the density is ½. The last two use `sum_mirror`, with f = 1 and f = oᵢ.

## The two minima

```lean
/-- Every energy of an ensemble with densities `n` is also the energy of a pair table that is
pairwise consistent with `n`. -/
theorem exact_subset_pairwise (n : ι → ℝ) : exactEnergies n ⊆ pairwiseEnergies n := by
  rintro E ⟨p, hp, hn, hE⟩
  refine ⟨pairDensity p, ⟨fun i j => ?_, fun i j _ => ⟨p, hp, hn i, hn j, rfl⟩⟩, hE⟩
  exact Finset.sum_congr rfl fun s _ => by ring
```

Every energy of an ensemble is also the energy of a pairwise consistent table. Given p, take its own pair densities as the table and use the same p as the witness q for every pair. Symmetry holds because oᵢoⱼ = oⱼoᵢ. Weakening the condition can therefore lower the minimum but never raise it.

```lean
/-- For `2 k + 1` sites of density 1/2, the least repulsion energy of an ensemble is `k ^ 2 / 2`. -/
theorem exact_minimum (k : ℕ) (hcard : Fintype.card ι = 2 * k + 1) :
    IsLeast (exactEnergies (fun _ : ι => 1 / 2)) ((k : ℝ) ^ 2 / 2) := by
  constructor
  · -- mix a configuration of k particles with its complement of k + 1 particles
    obtain ⟨A, -, hA⟩ := Finset.exists_subset_card_eq
      (show k ≤ (univ : Finset ι).card by rw [Finset.card_univ]; omega)
    have hc : Aᶜ.card = k + 1 := by
      rw [Finset.card_compl]
      omega
    refine ⟨mirror A, (mirror_half_filled A).1, (mirror_half_filled A).2, ?_⟩
    have h := sum_mirror A (fun s => (s.card : ℝ) * ((s.card : ℝ) - 1) / 2)
    simp only [hA, hc] at h
    rw [repulsion_eq, h]
    push_cast
    ring
  · rintro E ⟨p, hp, hn, rfl⟩
    have h := repulsion_ge hp k
    simp only [hn, Finset.sum_const, Finset.card_univ, hcard, nsmul_eq_mul] at h
    push_cast at h
    nlinarith
```

For 2k+1 sites of density ½, the least energy of an ensemble is k²/2. `IsLeast S a` means that a belongs to the set S and that no element of S is smaller, so the minimum is attained. `constructor` splits the proof into these two parts.

To attain the value, choose a configuration A with k particles. Its complement has k+1, and the equal mixture has energy

W = ½ [k(k−1)/2 + (k+1)k/2] = k²/2.

For the lower bound, the mean particle number is (2k+1)/2. The bound `repulsion_ge` with the same k then gives

W ≥ k(2k+1)/2 − k(k+1)/2 = k²/2.

For k = 0 there is a single site and no pair, and the minimum is 0.

```lean
/-- For any finite set of sites of density 1/2, the least repulsion energy of a pairwise
consistent pair table is zero. -/
theorem pairwise_minimum : IsLeast (pairwiseEnergies (fun _ : ι => 1 / 2)) 0 := by
  constructor
  · refine ⟨fun _ _ => 0, ⟨fun _ _ => rfl, fun i j hij => ?_⟩, by simp [repulsion]⟩
    -- exactly one of the sites i and j is occupied
    refine ⟨mirror {i}, (mirror_half_filled {i}).1, (mirror_half_filled {i}).2 i,
      (mirror_half_filled {i}).2 j, ?_⟩
    exact (sum_mirror {i} fun s => occ s i * occ s j).trans (by simp [occ, hij.symm])
  · rintro E ⟨P, hP, rfl⟩
    have hocc : ∀ (s : Finset ι) (i : ι), 0 ≤ occ s i := by
      intro s i
      unfold occ
      split_ifs <;> norm_num
    refine mul_nonneg (by norm_num) (Finset.sum_nonneg fun i _ => Finset.sum_nonneg fun j hj => ?_)
    obtain ⟨q, hq, -, -, h⟩ := hP.2 i j (Finset.ne_of_mem_erase hj).symm
    rw [← h]
    exact Finset.sum_nonneg fun s _ => mul_nonneg (hq.1 s) (mul_nonneg (hocc s i) (hocc s j))
```

For any finite number of sites of density ½, the least energy of a pairwise consistent table is 0.

The table with all entries zero attains it. For a pair i ≠ j, the witness is `mirror {i}`: either i alone is occupied, or every site except i. Both densities are ½, and i and j are never occupied together. The witness changes with i, which the definition permits.

No pairwise consistent table has a lower energy. Each entry Pᵢⱼ with i ≠ j is the pair density of some ensemble, hence a sum of nonnegative terms, and W is half the sum of such entries. In the proof, `hocc` records that occupations are nonnegative, and `obtain` extracts the ensemble q that belongs to the pair.

```lean
/-- For three sites of density 1/2, the least repulsion energy is 1/2 over ensembles, but zero
over pair tables that are only pairwise consistent. -/
theorem three_sites :
    IsLeast (exactEnergies (fun _ : Fin 3 => 1 / 2)) (1 / 2) ∧
      IsLeast (pairwiseEnergies (fun _ : Fin 3 => 1 / 2)) 0 := by
  refine ⟨?_, pairwise_minimum⟩
  have h := exact_minimum (ι := Fin 3) 1 (by simp)
  have e : ((1 : ℕ) : ℝ) ^ 2 / 2 = 1 / 2 := by norm_num
  rwa [e] at h

end

end PairDensityRepresentability
```

`Fin 3` is a set of three sites, numbered 0, 1 and 2. The first half of the statement is `exact_minimum` with k = 1, after simplifying 1²/2 to 1/2; the second half is `pairwise_minimum`.

The three-site case is short enough to see directly. For every configuration N(N−1)/2 ≥ N − 1, so

W ≥ 3/2 − 1 = 1/2.

Equality holds for the equal mixture of {0} and {1, 2}, which have zero and one occupied pair. For W = 0, a single ensemble would need all three pair densities to vanish. Two half-filled sites that are never occupied together are also never empty together, so every configuration with nonzero probability has exactly one of the two occupied. Three sites can't all be opposite to one another in this way, although any two can.

In density functional theory for spinless fermions on a lattice, the same question arises when an interaction energy is minimised over pair densities at fixed site densities. For three half-filled sites with equal repulsion between all pairs and no kinetic energy, checking each pair separately gives a minimum that is too low by half the repulsion energy of one pair. The ensembles in this example mix different particle numbers. If every configuration has the same number N of particles, `repulsion_eq` gives W = N(N−1)/2 whatever the ensemble, so with this repulsion there is nothing left to minimise over ensembles.

```lean
#print axioms PairDensityRepresentability.exact_subset_pairwise
-- 'PairDensityRepresentability.exact_subset_pairwise' depends on axioms: [propext, Classical.choice, Quot.sound]
#print axioms PairDensityRepresentability.three_sites
-- 'PairDensityRepresentability.three_sites' depends on axioms: [propext, Classical.choice, Quot.sound]
```
